# Pair occupations of a geminal power: bounds, sum and ordering by weight

Let $N$ electron pairs share $M$ pair levels, each of which holds at most one pair. An antisymmetrised geminal power (AGP) puts all pairs into the same pair function, with coefficient $\eta_p$ on level $p$. Because a level cannot be filled twice, its occupation $n_p$ is in general not proportional to $|\eta_p|^2$ once $N\ge2$. Does a larger $|\eta_p|$ still mean a fuller level? It never means an emptier one if all $\eta_p$ are nonzero and $1\le N\le M$.

With commuting pair creators $P_p^\dagger$ that square to zero,

$$\Big(\sum_p \eta_p P_p^\dagger\Big)^N|0\rangle = N!\sum_{|S|=N}\ \prod_{p\in S}\eta_p\,|S\rangle ,$$

where $|S\rangle$ has exactly the levels in $S$ filled. The Lean development starts from these amplitudes, without the factor $N!$; the expansion from fermion operators, with orthonormal $|S\rangle$, is the step left to the reader. The levels form a type `ι`, later taken to be finite.

```lean
import Mathlib

open Finset

namespace GeminalPower

noncomputable section

variable {ι : Type*}
```

## Weights and amplitudes

For real weights $x_i$ and a finite set $s$ of levels, the elementary symmetric polynomial is

$$e_k(s)=\sum_{S\subseteq s,\ |S|=k}\ \prod_{i\in S}x_i .$$

```lean
/-- The elementary symmetric polynomial of degree `k` in the weights `x i`, `i ∈ s`. -/
def elemSym (s : Finset ι) (x : ι → ℝ) (k : ℕ) : ℝ :=
  ∑ S ∈ powersetCard k s, ∏ i ∈ S, x i
```

The weights of interest are $x_p=|\eta_p|^2$. Any positive weights arise in this way, from $\eta_p=\sqrt{x_p}$.

```lean
/-- The weight `|η p|²` of a pair level with geminal coefficient `η p`. -/
def pairWeight (η : ι → ℂ) (p : ι) : ℝ := ‖η p‖ ^ 2
```

A state is a complex function $\psi$ on finite sets of levels. For the AGP, $\psi(S)=\prod_{p\in S}\eta_p$ if $|S|=N$, and zero otherwise.

```lean
/-- The unnormalised geminal power with `N` pairs: its amplitude on the set `S` of occupied
pair levels is the product of the geminal coefficients if `S` has `N` elements, else zero. -/
def agpAmp (η : ι → ℂ) (N : ℕ) (S : Finset ι) : ℂ :=
  if S.card = N then ∏ p ∈ S, η p else 0
```

## Adding one level

Take $p\notin s$. A set of $k+1$ levels from $s\cup\{p\}$ either avoids $p$, or is $p$ together with $k$ levels from $s$. The two families are disjoint, and adding $p$ is injective on sets that lack it; these are `hdisj` and `hinj`.

```lean
variable [DecidableEq ι]

/-- A sum over the sets of `k + 1` levels splits into the sets that avoid a given level `p`
and those that contain it. -/
theorem sum_powersetCard_insert {s : Finset ι} {p : ι} (hp : p ∉ s) (k : ℕ)
    (f : Finset ι → ℝ) :
    ∑ S ∈ powersetCard (k + 1) (insert p s), f S =
      ∑ S ∈ powersetCard (k + 1) s, f S + ∑ S ∈ powersetCard k s, f (insert p S) := by
  have hdisj : Disjoint (powersetCard (k + 1) s) ((powersetCard k s).image (insert p)) := by
    refine disjoint_left.2 fun S hS hS' => ?_
    obtain ⟨T, _, rfl⟩ := mem_image.1 hS'
    exact hp ((mem_powersetCard.1 hS).1 (mem_insert_self p T))
  have hinj : Set.InjOn (insert p) (powersetCard k s : Set (Finset ι)) := by
    intro S hS T hT h
    have hS' : p ∉ S := fun h' => hp ((mem_powersetCard.1 (mem_coe.1 hS)).1 h')
    have hT' : p ∉ T := fun h' => hp ((mem_powersetCard.1 (mem_coe.1 hT)).1 h')
    calc S = (insert p S).erase p := (erase_insert hS').symm
      _ = (insert p T).erase p := by rw [h]
      _ = T := erase_insert hT'
  rw [powersetCard_succ_insert hp, sum_union hdisj, sum_image hinj]
```

Applied to products of weights, the splitting gives

$$e_{k+1}(s\cup\{p\})=e_{k+1}(s)+x_p\,e_k(s).$$

```lean
/-- Adding a new level `p` to `s` changes the elementary symmetric polynomial of degree `k + 1`
by the weight of `p` times the polynomial of degree `k`. -/
theorem elemSym_insert {s : Finset ι} {p : ι} (hp : p ∉ s) (x : ι → ℝ) (k : ℕ) :
    elemSym (insert p s) x (k + 1) = elemSym s x (k + 1) + x p * elemSym s x k := by
  unfold elemSym
  rw [sum_powersetCard_insert hp, mul_sum]
  congr 1
  refine sum_congr rfl fun S hS => ?_
  exact prod_insert fun h => hp ((mem_powersetCard.1 hS).1 h)
```

If all weights are positive and $k\le|s|$, then $e_k(s)$ is a nonempty sum of positive terms.

```lean
omit [DecidableEq ι] in
/-- For positive weights the elementary symmetric polynomial is positive as long as its degree
does not exceed the number of levels. -/
theorem elemSym_pos {s : Finset ι} {x : ι → ℝ} (hx : ∀ i, 0 < x i) {k : ℕ}
    (hk : k ≤ s.card) : 0 < elemSym s x k :=
  sum_pos (fun _ _ => prod_pos fun i _ => hx i) (powersetCard_nonempty.2 hk)
```

## Occupation and exchange of two levels

The occupation is the normalised expectation value of the pair number, which is 1 if $p\in S$ and 0 otherwise:

$$n_p=\frac{\sum_{S\ni p}|\psi(S)|^2}{\sum_S|\psi(S)|^2}.$$

```lean
variable [Fintype ι]

/-- The occupation of the pair level `p`: the normalised expectation value of its pair number in the
state `ψ` if `ψ ≠ 0`. For `ψ = 0` the quotient is `0 / 0`, which Lean sets to `0`. -/
def pairOcc (ψ : Finset ι → ℂ) (p : ι) : ℝ :=
  (∑ S, (if p ∈ S then (1 : ℝ) else 0) * ‖ψ S‖ ^ 2) / ∑ S, ‖ψ S‖ ^ 2
```

Write $e_k^{(p)}$ for $e_k$ over all levels except $p$ (`univ.erase p` in Lean), and $e_k^{(pq)}$ with $q\ne p$ removed too. For $k\ge1$ the recursion gives

$$e_k^{(p)}=e_k^{(pq)}+x_q e_{k-1}^{(pq)},\qquad e_k^{(q)}=e_k^{(pq)}+x_p e_{k-1}^{(pq)}.$$

Multiply the first by $x_p$, the second by $x_q$, and subtract. The terms in $x_px_q$ cancel:

$$x_p e_k^{(p)}-x_q e_k^{(q)}=(x_p-x_q)\,e_k^{(pq)}.$$

For $k=0$ every polynomial is 1. The `linear_combination` step is this subtraction.

```lean
/-- Exchange identity: for two different levels `p` and `q` and real weights `x`,
`x_p e_k(x without p) - x_q e_k(x without q) = (x_p - x_q) e_k(x without p and q)`. -/
theorem elemSym_exchange {p q : ι} (hpq : p ≠ q) (x : ι → ℝ) (k : ℕ) :
    x p * elemSym (univ.erase p) x k - x q * elemSym (univ.erase q) x k =
      (x p - x q) * elemSym ((univ.erase p).erase q) x k := by
  cases k with
  | zero =>
    simp only [elemSym, powersetCard_zero, sum_singleton, prod_empty]
    ring
  | succ j =>
    have a := elemSym_insert (notMem_erase q (univ.erase p)) x j
    have b := elemSym_insert (notMem_erase p (univ.erase q)) x j
    rw [insert_erase (mem_erase.2 ⟨hpq.symm, mem_univ q⟩)] at a
    rw [insert_erase (mem_erase.2 ⟨hpq, mem_univ p⟩), erase_right_comm] at b
    linear_combination x p * a - x q * b
```

## From the state to the quotient

Since $|\psi(S)|^2=\prod_{i\in S}x_i$ for $|S|=N$ and vanishes otherwise, the unnormalised expectation value of any diagonal observable $g$ is $\sum_{|S|=N}g(S)\prod_{i\in S}x_i$.

```lean
omit [DecidableEq ι] in
/-- In a geminal power, the unnormalised expectation value of any observable `g` that is diagonal
in the occupied sets is a sum over the sets of `N` levels, weighted by products of weights. -/
theorem agp_expectation (η : ι → ℂ) (N : ℕ) (g : Finset ι → ℝ) :
    ∑ S, g S * ‖agpAmp η N S‖ ^ 2 =
      ∑ S ∈ powersetCard N univ, g S * ∏ i ∈ S, pairWeight η i := by
  have hf : powersetCard N (univ : Finset ι) = univ.filter (fun S => S.card = N) := by
    ext S
    simp [mem_powersetCard]
  rw [hf, sum_filter]
  refine sum_congr rfl fun S _ => ?_
  unfold agpAmp pairWeight
  split_ifs with h
  · rw [norm_prod, prod_pow]
  · simp
```

With $g=1$ this is the squared norm, $e_N$ over all levels.

```lean
omit [DecidableEq ι] in
/-- The squared norm of the geminal power is the elementary symmetric polynomial of degree `N`
in the weights. -/
theorem agp_norm (η : ι → ℂ) (N : ℕ) :
    ∑ S, ‖agpAmp η N S‖ ^ 2 = elemSym univ (pairWeight η) N := by
  have h := agp_expectation η N (fun _ => 1)
  simpa only [one_mul, elemSym] using h
```

With $g$ the pair number of $p$, only sets containing $p$ survive. Each contributes $x_p$ times a product over $N-1$ other levels, so

$$n_p=\frac{x_p\,e_{N-1}^{(p)}}{e_N}.$$

```lean
/-- For nonzero geminal coefficients and `1 ≤ N ≤ M`, with `M` the number of levels and `x` the
weights, `e_N(x)` is positive and the occupation of the level `p` is
`x_p e_(N-1)(x without p) / e_N(x)`. -/
theorem agp_occupation {η : ι → ℂ} (hη : ∀ i, η i ≠ 0) {N : ℕ} (h1 : 1 ≤ N)
    (hN : N ≤ Fintype.card ι) (p : ι) :
    0 < elemSym univ (pairWeight η) N ∧
    pairOcc (agpAmp η N) p = pairWeight η p * elemSym (univ.erase p) (pairWeight η) (N - 1) /
      elemSym univ (pairWeight η) N := by
  refine ⟨elemSym_pos (fun i => pow_pos (norm_pos_iff.2 (hη i)) 2) hN, ?_⟩
  obtain ⟨k, rfl⟩ : ∃ k, N = k + 1 := ⟨N - 1, by omega⟩
  rw [pairOcc, agp_norm, Nat.add_sub_cancel]
  congr 1
  -- only the sets that contain `p` contribute to the numerator
  have hz : ∀ m, ∀ S ∈ powersetCard m (univ.erase p), p ∉ S := fun m S hS h =>
    notMem_erase p univ ((mem_powersetCard.1 hS).1 h)
  have h := agp_expectation η (k + 1) (fun S => if p ∈ S then (1 : ℝ) else 0)
  have h2 := sum_powersetCard_insert (notMem_erase p univ) k
    (fun S => (if p ∈ S then (1 : ℝ) else 0) * ∏ i ∈ S, pairWeight η i)
  rw [insert_erase (mem_univ p)] at h2
  have h3 : ∑ S ∈ powersetCard (k + 1) (univ.erase p),
      (if p ∈ S then (1 : ℝ) else 0) * ∏ i ∈ S, pairWeight η i = 0 :=
    sum_eq_zero fun S hS => by rw [if_neg (hz _ S hS), zero_mul]
  have h4 : ∑ S ∈ powersetCard k (univ.erase p),
      (if p ∈ insert p S then (1 : ℝ) else 0) * ∏ i ∈ insert p S, pairWeight η i =
      pairWeight η p * elemSym (univ.erase p) (pairWeight η) k := by
    rw [elemSym, mul_sum]
    refine sum_congr rfl fun S hS => ?_
    rw [if_pos (mem_insert_self p S), one_mul, prod_insert (hz _ S hS)]
  exact (h.trans h2).trans ((congrArg₂ (· + ·) h3 h4).trans (zero_add _))
```

## Bounds, sum and ordering

From here on, all $\eta_p$ are nonzero and $1\le N\le M$. Positivity of $n_p$ follows from $N-1\le M-1$. The recursion $e_N=e_N^{(p)}+x_pe_{N-1}^{(p)}$ shows that the numerator is at most $e_N$, hence $n_p\le1$. Exchanging sums (`sum_comm`) gives

$$\sum_p n_p=\frac{1}{e_N}\sum_S|S|\,|\psi(S)|^2=N,$$

and for $p\ne q$ the exchange identity gives

$$n_p-n_q=\frac{(x_p-x_q)\,e_{N-1}^{(pq)}}{e_N},$$

which is nonnegative when $x_p\ge x_q$. The theorem states the three properties together.

```lean
/-- For nonzero geminal coefficients and `1 ≤ N ≤ M`, with `M` the number of levels, the occupations
of the geminal power lie in `(0, 1]` and sum to the number of pairs `N`, and a level whose weight is
at least that of another has at least its occupation. -/
theorem agp_occupations {η : ι → ℂ} (hη : ∀ i, η i ≠ 0) {N : ℕ} (h1 : 1 ≤ N)
    (hN : N ≤ Fintype.card ι) :
    (∀ p, 0 < pairOcc (agpAmp η N) p ∧ pairOcc (agpAmp η N) p ≤ 1) ∧
    ∑ p, pairOcc (agpAmp η N) p = N ∧
    ∀ p q, pairWeight η q ≤ pairWeight η p →
      pairOcc (agpAmp η N) q ≤ pairOcc (agpAmp η N) p := by
  have hw : ∀ i, 0 < pairWeight η i := fun i => pow_pos (norm_pos_iff.2 (hη i)) 2
  have hE : 0 < elemSym univ (pairWeight η) N := elemSym_pos hw hN
  have hnn : ∀ (s : Finset ι) (k : ℕ), 0 ≤ elemSym s (pairWeight η) k := fun s k =>
    sum_nonneg fun _ _ => prod_nonneg fun i _ => (hw i).le
  refine ⟨fun p => ?_, ?_, fun p q hpq => ?_⟩
  · rw [(agp_occupation hη h1 hN p).2]
    have hc : N - 1 ≤ (univ.erase p).card := by
      rw [card_erase_of_mem (mem_univ p), card_univ]
      omega
    refine ⟨div_pos (mul_pos (hw p) (elemSym_pos hw hc)) hE, (div_le_one hE).2 ?_⟩
    have h := elemSym_insert (notMem_erase p univ) (pairWeight η) (N - 1)
    rw [insert_erase (mem_univ p), Nat.sub_add_cancel h1] at h
    linarith [hnn (univ.erase p) N]
  · -- every contributing set holds exactly `N` pairs
    have hs : ∑ p, ∑ S, (if p ∈ S then (1 : ℝ) else 0) * ‖agpAmp η N S‖ ^ 2 =
        N * elemSym univ (pairWeight η) N := by
      rw [sum_comm, ← agp_norm, mul_sum]
      refine sum_congr rfl fun S _ => ?_
      have hc : ∑ p, (if p ∈ S then (1 : ℝ) else 0) = S.card := by simp
      rw [← sum_mul, hc]
      by_cases h : S.card = N
      · rw [h]
      · simp [agpAmp, h]
    unfold pairOcc
    rw [← sum_div, hs, agp_norm, mul_div_assoc, div_self hE.ne', mul_one]
  · rcases eq_or_ne p q with rfl | hne
    · exact le_rfl
    rw [(agp_occupation hη h1 hN p).2, (agp_occupation hη h1 hN q).2]
    refine div_le_div_of_nonneg_right ?_ hE.le
    have h := elemSym_exchange hne (pairWeight η) (N - 1)
    have h' := mul_nonneg (sub_nonneg.2 hpq) (hnn ((univ.erase p).erase q) (N - 1))
    linarith
```

If $N<M$, then $N-1\le M-2$, so $e_{N-1}^{(pq)}>0$ and a larger weight gives a strictly larger occupation. The converse follows from the weak ordering with $p$ and $q$ interchanged.

```lean
/-- For nonzero geminal coefficients and `1 ≤ N < M`, one level has a strictly larger occupation
than another exactly when it has a strictly larger weight. -/
theorem agp_occupation_lt_iff {η : ι → ℂ} (hη : ∀ i, η i ≠ 0) {N : ℕ} (h1 : 1 ≤ N)
    (hN : N < Fintype.card ι) (p q : ι) :
    pairOcc (agpAmp η N) q < pairOcc (agpAmp η N) p ↔ pairWeight η q < pairWeight η p := by
  constructor
  · intro h
    by_contra hc
    exact absurd ((agp_occupations hη h1 hN.le).2.2 q p (not_lt.1 hc)) (not_le_of_gt h)
  · intro hlt
    have hne : p ≠ q := fun h => by
      rw [h] at hlt
      exact lt_irrefl _ hlt
    have hc : N - 1 ≤ ((univ.erase p).erase q).card := by
      rw [card_erase_of_mem (mem_erase.2 ⟨hne.symm, mem_univ q⟩),
        card_erase_of_mem (mem_univ p), card_univ]
      omega
    have hr : 0 < elemSym ((univ.erase p).erase q) (pairWeight η) (N - 1) :=
      elemSym_pos (fun i => pow_pos (norm_pos_iff.2 (hη i)) 2) hc
    have h := elemSym_exchange hne (pairWeight η) (N - 1)
    have h' := mul_pos (sub_pos.2 hlt) hr
    obtain ⟨hE, hp⟩ := agp_occupation hη h1 hN.le p
    rw [hp, (agp_occupation hη h1 hN.le q).2, div_lt_div_iff_of_pos_right hE]
    linarith
```

Finally, $1-n_p=e_N^{(p)}/e_N$. This vanishes exactly when no $N$ levels can be chosen from the $M-1$ others, that is, when $N=M$. Nonzero coefficients are essential here: if exactly $N$ of the $\eta_p$ are nonzero, the state is a single Slater determinant, and those $N$ levels are full even when $N<M$.

```lean
/-- For nonzero geminal coefficients and `1 ≤ N ≤ M`, a level is completely filled exactly when
there are as many pairs as levels. -/
theorem agp_occupation_eq_one_iff {η : ι → ℂ} (hη : ∀ i, η i ≠ 0) {N : ℕ} (h1 : 1 ≤ N)
    (hN : N ≤ Fintype.card ι) (p : ι) :
    pairOcc (agpAmp η N) p = 1 ↔ N = Fintype.card ι := by
  obtain ⟨hE, hp⟩ := agp_occupation hη h1 hN p
  have h := elemSym_insert (notMem_erase p univ) (pairWeight η) (N - 1)
  rw [insert_erase (mem_univ p), Nat.sub_add_cancel h1] at h
  have hcard : (univ.erase p).card = Fintype.card ι - 1 := by
    rw [card_erase_of_mem (mem_univ p), card_univ]
  rw [hp, div_eq_one_iff_eq hE.ne']
  constructor
  · intro he
    by_contra hne
    have hr : 0 < elemSym (univ.erase p) (pairWeight η) N :=
      elemSym_pos (fun i => pow_pos (norm_pos_iff.2 (hη i)) 2) (by omega)
    linarith
  · intro he
    -- no set of `N` levels can avoid `p`
    have h0 : elemSym (univ.erase p) (pairWeight η) N = 0 := by
      rw [elemSym, powersetCard_eq_empty.2 (by omega), sum_empty]
    linarith

end

end GeminalPower
```

In electronic structure, the AGP is the number-projected BCS state, and $n_p$ is the occupation of each of the two spin orbitals in level $p$; for this single-geminal state on finitely many levels, sorting by $|\eta_p|$ therefore also sorts the orbital occupations.

```lean
#print axioms GeminalPower.agp_occupations
-- 'GeminalPower.agp_occupations' depends on axioms: [propext, Classical.choice, Quot.sound]
#print axioms GeminalPower.agp_occupation_lt_iff
-- 'GeminalPower.agp_occupation_lt_iff' depends on axioms: [propext, Classical.choice, Quot.sound]
#print axioms GeminalPower.agp_occupation_eq_one_iff
-- 'GeminalPower.agp_occupation_eq_one_iff' depends on axioms: [propext, Classical.choice, Quot.sound]
```
